# Friction equal to the softest frequency gives the best worst-case exponent in linear damped minimization

A damped minimization can crawl towards its minimum when the friction is chosen to suit the stiff modes. Take a softest mode of frequency 1 and set the friction parameter to 10. The slowest exponential then decays at a rate of about 0.05, when a rate of 1 was available. Too little friction also costs time: at 0.1 the same mode rings, and its amplitude decays only as exp(-0.1 t).

Near a minimum, let x be the displacement, A the Hessian of the energy and g the friction parameter. With unit fictitious mass and the gradient replaced by its linear part, the motion obeys

x'' + 2g x' + A x = 0.

Suppose that A is symmetric and that its lowest eigenvalue is w₁², with w₁ > 0. At g = w₁ every exponential motion exp(zt)u with u ≠ 0 has Re z = -w₁. At any other real g, some exponential motion has Re z > -w₁. For direct minimization of an electronic energy, this fixes the best friction in the quadratic, continuous-time model, when frictions are compared by their slowest-decaying exponential. Stiff modes added by a larger basis do not change it as long as w₁ stays the same.

## A linear force and one friction for all modes

The first hypothesis is the equation of motion itself: the force is linear in x, and a single number g damps every direction. The velocity is multiplied by 2g. If a program instead writes the equation as x'' + γx' + A x = 0, again with unit mass, its coefficient γ is to be compared with 2w₁.

In Lean 4 with Mathlib:

```lean
import Mathlib

open scoped InnerProductSpace

namespace CriticalDampingMinimization

noncomputable section

variable {E : Type*} [NormedAddCommGroup E] [InnerProductSpace ℂ E]
```

The space `E` is a complex inner product space of any dimension. A real symmetric Hessian enters by extending it to complex vectors, which allows oscillating motions to be written as complex exponentials.

```lean
/-- The path `x` obeys the damped equation of motion `x'' + 2 g x' + A x = 0`,
with friction `g` and Hessian `A`; `v` is the velocity. -/
def IsDampedMotion (g : ℝ) (A : E →ₗ[ℂ] E) (x : ℝ → E) : Prop :=
  ∃ v : ℝ → E, (∀ t, HasDerivAt x (v t) t) ∧
    ∀ t, HasDerivAt v (-((2 * (g : ℂ)) • v t) - A (x t)) t
```

`IsDampedMotion` writes the second-order equation as a first-order pair, with `v` the velocity, and requires it at all real times.

```lean
/-- The complex number `z` is an exponent of the damped dynamics: for some nonzero
direction `u`, the path `exp (z t) u` is a motion. -/
def IsModeExponent (g : ℝ) (A : E →ₗ[ℂ] E) (z : ℂ) : Prop :=
  ∃ u : E, u ≠ 0 ∧ IsDampedMotion g A (fun t : ℝ => Complex.exp (z * t) • u)
```

An "exponent" is thus a complex number z for which exp(zt)u is a motion for some nonzero u. Its real part is the growth rate, so a more negative value means faster decay.

By hand, x = exp(zt)u has x' = z exp(zt)u and x'' = z² exp(zt)u. Substituting these and dividing by exp(zt), which is never zero, gives

z² u + 2gz u + A u = 0.

Linearity is used when the exponential is pulled out of A x. With a cubic term in the force it would not factor out, and exp(zt)u would in general no longer be a motion.

```lean
/-- The time derivative of `exp (z t)` is `exp (z t) z`. -/
theorem hasDerivAt_exp_time (z : ℂ) (t : ℝ) :
    HasDerivAt (fun s : ℝ => Complex.exp (z * s)) (Complex.exp (z * t) * z) t := by
  have h := ((hasDerivAt_id (t : ℂ)).const_mul z).cexp.comp_ofReal
  simpa using h

/-- The path `exp (z t) u` is a damped motion exactly when `z` and `u` satisfy the
characteristic equation `z² u + 2 g z u + A u = 0`. -/
theorem exp_motion_iff (g : ℝ) (A : E →ₗ[ℂ] E) (z : ℂ) (u : E) :
    IsDampedMotion g A (fun t : ℝ => Complex.exp (z * t) • u) ↔
      z ^ 2 • u + (2 * (g : ℂ) * z) • u + A u = 0 := by
  have key : ∀ (a : E) (t : ℝ), HasDerivAt (fun s : ℝ => Complex.exp (z * s) • a)
      (Complex.exp (z * t) • (z • a)) t := fun a t =>
    ((hasDerivAt_exp_time z t).smul_const a).congr_deriv (mul_smul _ _ _)
  constructor
  · rintro ⟨v, hx, hv⟩
    -- the velocity is fixed by the path; compare accelerations at time zero
    obtain rfl : v = fun t : ℝ => Complex.exp (z * t) • (z • u) :=
      funext fun t => (hx t).unique (key u t)
    have h := (hv 0).unique (key (z • u) 0)
    simp only [Complex.ofReal_zero, mul_zero, Complex.exp_zero, one_smul] at h
    linear_combination (norm := module) (-1 : ℂ) • h
  · intro h
    refine ⟨fun t : ℝ => Complex.exp (z * t) • (z • u), fun t => key u t,
      fun t => (key (z • u) t).congr_deriv ?_⟩
    simp only [map_smul]
    linear_combination (norm := module) Complex.exp (z * t) • h
```

The first lemma differentiates the scalar exponential. The second proves the equivalence in both directions. From motion to equation, uniqueness of the derivative fixes `v`, and the accelerations are compared at t = 0, where the exponential is 1. Conversely, the characteristic equation is multiplied by exp(zt).

What the hypotheses leave open is the passage from this model to an actual minimization, whose gradient is nonlinear and whose time advances in finite steps.

## No direction softer than w₁

The hypothesis `hlow` says that the curvature in every direction is at least w₁²:

w₁² ‖u‖² ≤ Re ⟨u, A u⟩.

For a nonzero u, the normalised curvature is the Rayleigh quotient W = ⟨u, A u⟩/‖u‖², which is real when A is symmetric. The hypothesis then reads W ≥ w₁². Pairing the characteristic equation with u and dividing by ‖u‖² gives

z² + 2gz + W = 0.

Write z = a + ib with a and b real. The real and imaginary parts are

a² - b² + 2ga + W = 0,
2b(a + g) = 0.

If b ≠ 0, the second equation gives a = -g. If b = 0, the first becomes (a + g)² = g² - W. At g = w₁ the right-hand side is at most zero, while the left-hand side is a square, so again a = -g. This is where the lower bound is used.

```lean
/-- If the squared frequency `W` is at least `g²`, every root of `z² + 2 g z + W = 0`
has real part `-g`. -/
theorem root_re_eq {g W : ℝ} (hW : g ^ 2 ≤ W) {z : ℂ}
    (h : z ^ 2 + 2 * (g : ℂ) * z + (W : ℂ) = 0) : z.re = -g := by
  have hre := congrArg Complex.re h
  have him := congrArg Complex.im h
  simp [pow_two] at hre him
  have hprod : z.im * (z.re + g) = 0 := by linarith
  rcases mul_eq_zero.1 hprod with h0 | h0
  · -- a real root is possible only at critical damping
    rw [h0] at hre
    have hsq : (z.re + g) ^ 2 = 0 := le_antisymm (by nlinarith) (sq_nonneg _)
    have := (pow_eq_zero_iff two_ne_zero).1 hsq
    linarith
  · linarith
```

`root_re_eq` follows the same two cases, for any real g with g² ≤ W. It splits the equation into real and imaginary parts, and `mul_eq_zero` separates b = 0 from a = -g.

Without the lower bound, there could be an eigenvalue w² with 0 ≤ w < w₁. At friction w₁ that mode would have the real exponent -w₁ + √(w₁² - w²), which lies above -w₁, and the first half of the result would fail.

## A positive softest frequency

Together with `hlow`, the condition `hw`, w₁ > 0, says that the energy rises to second order in every direction. Directions that leave the energy unchanged, such as rotations among equally occupied orbitals, violate this. The equation of motion still holds with them, but the theorem covers only the space that remains when they are projected out.

The derivation uses positivity when it looks for a slow root of the softest mode,

z² + 2gz + w₁² = 0, with g ≠ w₁.

If g² < w₁², let s = √(w₁² - g²). Then z = -g + is is a root, because (z + g)² = -s² = g² - w₁². Its real part is -g, which is above -w₁ because g < w₁.

If g² ≥ w₁², let s = √(g² - w₁²). Now z = -g + s is a real root. For g ≤ -w₁ it is at least w₁, hence above -w₁. For g > w₁, compare squares:

s² - (g - w₁)² = 2w₁(g - w₁) > 0.

Both s and g - w₁ are nonnegative, so s > g - w₁, which is the same as -g + s > -w₁.

```lean
/-- For a mode of frequency `w > 0` and any real friction `g` other than `w`, the equation
`z² + 2 g z + w² = 0` has a root with real part above `-w`. -/
theorem exists_slow_root {g w : ℝ} (hw : 0 < w) (hg : g ≠ w) :
    ∃ z : ℂ, z ^ 2 + 2 * (g : ℂ) * z + (w : ℂ) ^ 2 = 0 ∧ -w < z.re := by
  rcases lt_or_ge (g ^ 2) (w ^ 2) with hlt | hge
  · -- oscillating case: the root is -g + i s
    obtain ⟨s, hs⟩ : ∃ s : ℝ, s ^ 2 = w ^ 2 - g ^ 2 :=
      ⟨√(w ^ 2 - g ^ 2), Real.sq_sqrt (by linarith)⟩
    have hsC : (s : ℂ) ^ 2 = (w : ℂ) ^ 2 - (g : ℂ) ^ 2 := by exact_mod_cast hs
    have hgw : g < w := by nlinarith
    refine ⟨-(g : ℂ) + s * Complex.I, ?_, by simpa using hgw⟩
    linear_combination (s : ℂ) ^ 2 * Complex.I_sq - hsC
  · -- real roots: take the larger one, -g + s
    obtain ⟨s, hs0, hs⟩ : ∃ s : ℝ, 0 ≤ s ∧ s ^ 2 = g ^ 2 - w ^ 2 :=
      ⟨√(g ^ 2 - w ^ 2), Real.sqrt_nonneg _, Real.sq_sqrt (by linarith)⟩
    have hsC : (s : ℂ) ^ 2 = (g : ℂ) ^ 2 - (w : ℂ) ^ 2 := by exact_mod_cast hs
    refine ⟨((-g + s : ℝ) : ℂ), ?_, ?_⟩
    · push_cast
      linear_combination hsC
    · rw [Complex.ofReal_re]
      by_contra hc
      have h1 : s ≤ g - w := by linarith [not_lt.1 hc]
      have h2 : w < g := lt_of_le_of_ne (by linarith) (Ne.symm hg)
      nlinarith [mul_self_le_mul_self hs0 h1, mul_pos hw (sub_pos.2 h2)]
```

In `exists_slow_root` the frequency is called `w`. The first branch builds the complex root, and `linear_combination` checks the equation. The second argues by contradiction: if -g + s ≤ -w, then s ≤ g - w, which forces g > w, and `nlinarith` finds the conflict between the squares.

For w₁ = 0 and g > 0 the roots are 0 and -2g. Neither has a positive real part, so the second half of the result fails.

## A symmetric Hessian with an attained lowest curvature

Symmetry, `hA`, expresses that the force comes from an energy: second derivatives do not depend on their order. By hand it enters through

conj ⟨u, A u⟩ = ⟨A u, u⟩ = ⟨u, A u⟩,

which makes W real, as the split into real and imaginary parts requires.

Without symmetry the first half can fail even when the other hypotheses are kept. Take w₁ = 1 and three coordinates. Let A leave the first unchanged and send the other two, (p, q), to (p - 2q, 2p + q). This matrix is real but not symmetric, and the real part of its quadratic form is still ‖u‖². The complex vector (0, 1, -i) is an eigenvector with eigenvalue 1 + 2i. At friction 1 its exponents obey (z + 1)² = -2i, and z = -i is a solution. That motion never decays.

The last pair of hypotheses, `hu₀` and `hsoft`, provides the softest mode itself, a nonzero vector u₀ with A u₀ = w₁² u₀. It need not be normalised. The derivation uses it to turn the slow root z into a motion, because

z² u₀ + 2gz u₀ + A u₀ = (z² + 2gz + w₁²) u₀ = 0.

If w₁² were only a lower bound on the curvature, the second half could fail. For A equal to 4 times the identity on a nonzero space, w₁ = 1 satisfies the bound, yet friction 2 gives every exponent the real part -2, which is better than -1. In infinite dimension the lowest curvature may be approached without being attained, so the eigenvector is a real assumption there.

```lean
/-- Let `w₁ > 0`, let the symmetric Hessian `A` satisfy `w₁² ‖u‖² ≤ Re ⟨u, A u⟩` for every `u`, and
let `w₁²` be an eigenvalue of `A`. With friction `w₁` every exponent has real part `-w₁`; with any
other real friction some exponent has real part above `-w₁`. -/
theorem critical_damping_optimal {A : E →ₗ[ℂ] E} (hA : A.IsSymmetric) {w₁ : ℝ}
    (hw : 0 < w₁) (hlow : ∀ u : E, w₁ ^ 2 * ‖u‖ ^ 2 ≤ (⟪u, A u⟫_ℂ).re)
    {u₀ : E} (hu₀ : u₀ ≠ 0) (hsoft : A u₀ = (w₁ : ℂ) ^ 2 • u₀) :
    (∀ z, IsModeExponent w₁ A z → z.re = -w₁) ∧
      ∀ g : ℝ, g ≠ w₁ → ∃ z, IsModeExponent g A z ∧ -w₁ < z.re := by
  constructor
  · rintro z ⟨u, hu, hm⟩
    have he := (exp_motion_iff w₁ A z u).1 hm
    have hpos : 0 < ‖u‖ ^ 2 := pow_pos (norm_pos_iff.2 hu) 2
    have hreal : ((⟪u, A u⟫_ℂ).re : ℂ) = ⟪u, A u⟫_ℂ :=
      Complex.conj_eq_iff_re.1 ((inner_conj_symm (A u) u).trans (hA u u))
    -- W is the Rayleigh quotient of the Hessian in the direction u
    obtain ⟨W, hW⟩ : ∃ W : ℝ, ‖u‖ ^ 2 * W = (⟪u, A u⟫_ℂ).re :=
      ⟨(⟪u, A u⟫_ℂ).re / ‖u‖ ^ 2, mul_div_cancel₀ _ hpos.ne'⟩
    have hWC : (‖u‖ : ℂ) ^ 2 * (W : ℂ) = ⟪u, A u⟫_ℂ := by
      rw [← hreal, ← hW, Complex.ofReal_mul, Complex.ofReal_pow]
    have hn : ⟪u, u⟫_ℂ = (‖u‖ : ℂ) ^ 2 := inner_self_eq_norm_sq_to_K u
    have h := congrArg (fun v => ⟪u, v⟫_ℂ) he
    simp only [inner_add_right, inner_smul_right, inner_zero_right, hn] at h
    have hne : (‖u‖ : ℂ) ^ 2 ≠ 0 := by exact_mod_cast hpos.ne'
    have hWlow : w₁ ^ 2 ≤ W :=
      le_of_mul_le_mul_left (by linarith [hlow u] : ‖u‖ ^ 2 * w₁ ^ 2 ≤ ‖u‖ ^ 2 * W) hpos
    refine root_re_eq hWlow (mul_left_cancel₀ hne ?_)
    linear_combination h + hWC
  · intro g hg
    -- the softest mode carries the slow root
    obtain ⟨z, hz, hzre⟩ := exists_slow_root hw hg
    refine ⟨z, ⟨u₀, hu₀, (exp_motion_iff g A z u₀).2 ?_⟩, hzre⟩
    rw [hsoft, ← add_smul, ← add_smul, hz, zero_smul]
```

The theorem `critical_damping_optimal` has two parts. The first says that every exponent at friction `w₁` has real part `-w₁`. The second says that for every real `g` other than `w₁`, negative values included, there is an exponent with real part above `-w₁`. "Optimal" therefore refers to the worst exponent.

The proof of the first part takes an exponent with its direction `u` and obtains the characteristic equation from `exp_motion_iff`. Symmetry gives `hreal`, the statement that the quadratic form is real. The number `W` is the Rayleigh quotient, and `hWlow` is the lower bound after division by ‖u‖². Pairing the vector equation with `u` and cancelling ‖u‖² leaves the scalar equation, to which `root_re_eq` applies.

The second part uses only `hw`, `hu₀` and `hsoft`. It takes the root from `exists_slow_root` and places it on `u₀`. Symmetry and the lower bound play no role in it.

## A factor of t at critical damping

At friction w₁ the softest mode has a double root, and a second motion appears beside the pure exponential. For A u = w² u and g = w, let x = t exp(-wt)u. Then

x' = (1 - wt) exp(-wt)u,
x'' = (-2w + w²t) exp(-wt)u.

Adding x'', 2w x' and w² x gives the coefficient

(-2w + w²t) + (2w - 2w²t) + w²t = 0.

```lean
/-- If `A u = w² u` and the friction equals `w`, then `t exp (-w t) u` is a damped motion. -/
theorem critical_linear_prefactor {A : E →ₗ[ℂ] E} {w : ℝ} {u : E}
    (hu : A u = (w : ℂ) ^ 2 • u) :
    IsDampedMotion w A (fun t : ℝ => ((t : ℂ) * Complex.exp (-(w : ℂ) * t)) • u) := by
  have ht : ∀ t : ℝ, HasDerivAt (fun s : ℝ => (s : ℂ)) 1 t := fun t =>
    (hasDerivAt_id (t : ℂ)).comp_ofReal
  refine ⟨fun t : ℝ => ((1 - (w : ℂ) * t) * Complex.exp (-(w : ℂ) * t)) • u,
    fun t => (((ht t).fun_mul (hasDerivAt_exp_time (-(w : ℂ)) t)).smul_const u).congr_deriv ?_,
    fun t => (((((ht t).const_mul (w : ℂ)).const_sub 1).fun_mul
      (hasDerivAt_exp_time (-(w : ℂ)) t)).smul_const u).congr_deriv ?_⟩
  · module
  · simp only [map_smul, hu]
    module
```

`critical_linear_prefactor` supplies the velocity explicitly and verifies both derivatives with the product rule; `module` closes the remaining algebra. When u ≠ 0 and w > 0, this motion is not bounded by a constant times exp(-wt) for t ≥ 0. The best exponent is therefore not a promise about the amplitude at a given finite time.

## Two modes with frequencies 1 and 2

A small Hessian shows that the hypotheses are compatible. It acts on two complex coordinates and has eigenvalues 1 and 4.

```lean
/-- The Hessian of two uncoupled modes, `(x₀, x₁) ↦ (x₀, 4 x₁)`. -/
def twoMode : EuclideanSpace ℂ (Fin 2) →ₗ[ℂ] EuclideanSpace ℂ (Fin 2) where
  toFun x := !₂[x.ofLp 0, 4 * x.ofLp 1]
  map_add' x y := by
    ext i
    fin_cases i <;> simp [mul_add]
  map_smul' c x := by
    ext i
    fin_cases i <;> simp [mul_left_comm]
```

The softest mode is (1, 0), which has norm 1, and w₁ = 1. The lower bound holds because

|u₀|² + 4|u₁|² ≥ |u₀|² + |u₁|²,

where u₀ and u₁ here denote the two components of u.

```lean
/-- The two-mode Hessian is symmetric, its quadratic form is bounded below by `1²`, and
the nonzero vector `(1, 0)` is an eigenvector with eigenvalue `1²`. -/
theorem critical_damping_optimal_witness :
    twoMode.IsSymmetric ∧
      (∀ u, (1 : ℝ) ^ 2 * ‖u‖ ^ 2 ≤ (⟪u, twoMode u⟫_ℂ).re) ∧
      (!₂[1, 0] : EuclideanSpace ℂ (Fin 2)) ≠ 0 ∧
      twoMode !₂[1, 0] = ((1 : ℝ) : ℂ) ^ 2 • !₂[1, 0] := by
  refine ⟨fun x y => ?_, fun u => ?_, fun h => ?_, ?_⟩
  · have h4 : (starRingEnd ℂ) 4 = 4 := Complex.conj_eq_iff_im.2 (by norm_num)
    simp [twoMode, PiLp.inner_apply, Fin.sum_univ_two]
    rw [h4]
    ring
  · rw [EuclideanSpace.norm_sq_eq]
    simp [twoMode, PiLp.inner_apply, Fin.sum_univ_two, Complex.sq_norm, Complex.normSq_apply]
    nlinarith [sq_nonneg (u.ofLp 1).re, sq_nonneg (u.ofLp 1).im]
  · have h0 := congrArg (fun v : EuclideanSpace ℂ (Fin 2) => v.ofLp 0) h
    simp at h0
  · ext i
    fin_cases i <;> simp [twoMode]

end

end CriticalDampingMinimization
```

The four parts of `critical_damping_optimal_witness` are symmetry, the lower bound, the nonzero vector and the eigenvalue equation, each checked in coordinates. At friction 1 the soft mode has the double root -1 and the stiffer one has -1 ± i√3, so both decay at the same exponential rate, the soft mode with a possible factor of t.

```lean
#print axioms CriticalDampingMinimization.critical_damping_optimal
#print axioms CriticalDampingMinimization.critical_linear_prefactor
```

```
'CriticalDampingMinimization.critical_damping_optimal' depends on axioms: [propext, Classical.choice, Quot.sound]
'CriticalDampingMinimization.critical_linear_prefactor' depends on axioms: [propext, Classical.choice, Quot.sound]
```
